# The radial integral of a Fermi nucleus: uniform sphere, surface term and a remainder exponentially small in c/a

Take the Fermi profile $f(x)=1/(1+e^{x/a})$ with diffuseness $a>0$, and put its half-density point at $c>0$. Without any radial weight, the integral splits at $c$. With $x$ the distance from that point and $f(-x)=1-f(x)$ on the inner side,

$$\int_0^\infty f(r-c)\,dr=\int_0^c[1-f(x)]\,dx+\int_0^\infty f(x)\,dx=c+\int_c^\infty f(x)\,dx .$$

The sharp-edge value $c$ appears, and what is left is the tail $a\ln(1+e^{-c/a})$. In three dimensions the weight $r^2$ adds a surface term to this pattern.

```lean
import Mathlib

open Set MeasureTheory

namespace FermiNucleus
```

Mathlib supplies real analysis and Lebesgue integration. All quantities below are real numbers, with lengths in one common unit.

```lean
/-- The moments of a decaying exponential on the half-line are `n! / b ^ (n + 1)`, and the
integrands are integrable. -/
theorem exp_moment (n : ℕ) {b : ℝ} (hb : 0 < b) :
    ∫ x in Ioi (0 : ℝ), x ^ n * Real.exp (-(b * x)) = (n.factorial : ℝ) / b ^ (n + 1) ∧
    IntegrableOn (fun x : ℝ => x ^ n * Real.exp (-(b * x))) (Ioi 0) := by
  have key : ∫ x in Ioi (0 : ℝ), x ^ n * Real.exp (-(b * x))
      = (n.factorial : ℝ) / b ^ (n + 1) := by
    have h := Real.integral_rpow_mul_exp_neg_mul_Ioi
      (show (0 : ℝ) < (n : ℝ) + 1 by positivity) hb
    rw [Real.Gamma_nat_eq_factorial] at h
    simp only [add_sub_cancel_right, Real.rpow_natCast] at h
    have e : (1 / b) ^ ((n : ℝ) + 1) = (1 / b) ^ (n + 1) := by
      rw [← Real.rpow_natCast, Nat.cast_add, Nat.cast_one]
    rw [h, e, one_div, inv_pow, div_eq_mul_inv, mul_comm]
  have hp : (n.factorial : ℝ) / b ^ (n + 1) ≠ 0 := by positivity
  -- a non-integrable function would have integral zero
  exact ⟨key, not_imp_comm.mp integral_undef (key.trans_ne hp)⟩
```

`Ioi 0` is the open half-line $(0,\infty)$. For $b>0$ and $n=0,1,2,\dots$,

$$\int_0^\infty x^n e^{-bx}\,dx=\frac{n!}{b^{n+1}},$$

which follows by $n$ integrations by parts; Lean takes it from the Gamma integral. Since Lean assigns the value zero to the integral of a non-integrable function, the nonzero answer also proves integrability.

```lean
/-- Reflection through the nuclear surface turns the Fermi function into its complement. -/
theorem fermi_reflection (a x : ℝ) :
    1 / (1 + Real.exp (-x / a)) = 1 - 1 / (1 + Real.exp (x / a)) := by
  have hE := Real.exp_pos (x / a)
  rw [neg_div, Real.exp_neg]
  generalize Real.exp (x / a) = E at hE ⊢
  have h1 : 1 + E ≠ 0 := by positivity
  have h2 : 1 + E⁻¹ ≠ 0 := by positivity
  rw [eq_sub_iff_add_eq, div_add_div _ _ h2 h1, div_eq_iff (mul_ne_zero h2 h1)]
  have h3 : E⁻¹ * E = 1 := inv_mul_cancel₀ hE.ne'
  linear_combination -h3
```

This is $f(-x)=1-f(x)$. With $E=e^{x/a}$, both sides equal $E/(1+E)$. Physically, the density missing from the plateau value $f=1$ at a given distance inside the surface equals the density present at the same distance outside.

```lean
/-- A shifted square times the Fermi function is continuous, and integrable on the half-line. -/
theorem sq_fermi_regular {a : ℝ} (ha : 0 < a) (s : ℝ) :
    Continuous (fun x : ℝ => (x + s) ^ 2 / (1 + Real.exp (x / a))) ∧
    IntegrableOn (fun x : ℝ => (x + s) ^ 2 / (1 + Real.exp (x / a))) (Ioi 0) := by
  have hc : Continuous (fun x : ℝ => (x + s) ^ 2 / (1 + Real.exp (x / a))) :=
    Continuous.div (by fun_prop) (by fun_prop) fun x => by positivity
  have hb : 0 < 1 / a := by positivity
  refine ⟨hc, Integrable.mono' (((exp_moment 2 hb).2.const_mul 2).add
    ((exp_moment 0 hb).2.const_mul (2 * s ^ 2))) hc.aestronglyMeasurable
    (Filter.Eventually.of_forall fun x => ?_)⟩
  have h0 : 0 ≤ (x + s) ^ 2 / (1 + Real.exp (x / a)) := by positivity
  have e : (Real.exp (x / a))⁻¹ = Real.exp (-(1 / a * x)) := by
    rw [← Real.exp_neg, show -(x / a) = -(1 / a * x) by ring]
  have hsq : (x + s) ^ 2 ≤ 2 * x ^ 2 + 2 * s ^ 2 :=
    sub_nonneg.mp (le_of_le_of_eq (sq_nonneg (x - s)) (by ring))
  refine (Real.norm_of_nonneg h0).trans_le ?_
  calc (x + s) ^ 2 / (1 + Real.exp (x / a)) ≤ (x + s) ^ 2 / Real.exp (x / a) :=
        div_le_div_of_nonneg_left (sq_nonneg _) (Real.exp_pos _)
          (le_add_of_nonneg_left zero_le_one)
    _ = (x + s) ^ 2 * Real.exp (-(1 / a * x)) := by rw [div_eq_mul_inv, e]
    _ ≤ (2 * x ^ 2 + 2 * s ^ 2) * Real.exp (-(1 / a * x)) :=
        mul_le_mul_of_nonneg_right hsq (Real.exp_pos _).le
    _ = 2 * (x ^ 2 * Real.exp (-(1 / a * x)))
        + 2 * s ^ 2 * (x ^ 0 * Real.exp (-(1 / a * x))) := by ring
```

For any real shift $s$, $(x+s)^2f(x)$ is continuous and integrable on the half-line. The bound uses $f(x)\le e^{-x/a}$ and $(x+s)^2\le 2x^2+2s^2$, whose two sides differ by $(x-s)^2$. The exponential moments with $n=2$ and $n=0$ then dominate the integrand.

```lean
/-- The radial integral of the Fermi profile is that of a uniform sphere, plus a surface term
linear in the radius, plus the same integral with the sign of the radius reversed. -/
theorem fermi_decomposition {a c : ℝ} (ha : 0 < a) (hc : 0 < c) :
    ∫ r in Ioi (0 : ℝ), r ^ 2 / (1 + Real.exp ((r - c) / a)) =
      c ^ 3 / 3 + 4 * c * (∫ x in Ioi (0 : ℝ), x / (1 + Real.exp (x / a))) +
      ∫ r in Ioi (0 : ℝ), r ^ 2 / (1 + Real.exp ((r + c) / a)) := by
  have shift : ∀ (g : ℝ → ℝ) (d : ℝ),
      ∫ x in Ioi (0 : ℝ), g x = ∫ x in Ioi (-d), g (x + d) := fun g d => by
    rw [← integral_indicator (measurableSet_Ioi : MeasurableSet (Ioi (0 : ℝ))),
      ← integral_indicator (measurableSet_Ioi : MeasurableSet (Ioi (-d)))]
    refine (integral_add_right_eq_self ((Ioi (0 : ℝ)).indicator g) d).symm.trans ?_
    refine integral_congr_ae (Filter.Eventually.of_forall fun x => ?_)
    have h : -d < x ↔ 0 < x + d := by constructor <;> intro h <;> linarith
    simp only [indicator, mem_Ioi, h]
  have split : ∀ s p q : ℝ, p ≤ q → 0 ≤ q →
      ∫ x in Ioi p, (x + s) ^ 2 / (1 + Real.exp (x / a)) =
        (∫ x in p..q, (x + s) ^ 2 / (1 + Real.exp (x / a))) +
        ∫ x in Ioi q, (x + s) ^ 2 / (1 + Real.exp (x / a)) := fun s p q h hq => by
    rw [intervalIntegral.integral_of_le h, ← setIntegral_union (Ioc_disjoint_Ioi le_rfl)
      measurableSet_Ioi (sq_fermi_regular ha s).1.integrableOn_Ioc
      ((sq_fermi_regular ha s).2.mono_set (Ioi_subset_Ioi hq)), Ioc_union_Ioi_eq_Ioi h]
  -- measure the radius from the surface
  have hI := shift (fun r => r ^ 2 / (1 + Real.exp ((r - c) / a))) c
  have hD := shift (fun r => r ^ 2 / (1 + Real.exp ((r + c) / a))) (-c)
  simp only [add_sub_cancel_right] at hI
  simp only [neg_neg, neg_add_cancel_right] at hD
  -- reflect the interior part
  have hR : ∫ x in (-c)..0, (x + c) ^ 2 / (1 + Real.exp (x / a)) =
      ∫ x in (0 : ℝ)..c, ((x + -c) ^ 2 - (x + -c) ^ 2 / (1 + Real.exp (x / a))) := by
    have h := intervalIntegral.integral_comp_neg (a := 0) (b := c)
      (fun x : ℝ => (x + c) ^ 2 / (1 + Real.exp (x / a)))
    rw [neg_zero] at h
    rw [← h]
    refine intervalIntegral.integral_congr fun x _ => ?_
    linear_combination (x - c) ^ 2 * fermi_reflection a x
  have hcube : ∫ x in (0 : ℝ)..c, (x + -c) ^ 2 = c ^ 3 / 3 :=
    (intervalIntegral.integral_comp_add_right (fun x : ℝ => x ^ 2) (-c)).trans (by
      simp only [integral_pow]
      push_cast
      ring)
  have hq : Continuous (fun x : ℝ => (x + -c) ^ 2) := by fun_prop
  rw [intervalIntegral.integral_sub (hq.intervalIntegrable 0 c)
    ((sq_fermi_regular ha (-c)).1.intervalIntegrable 0 c), hcube] at hR
  -- outside the surface only the cross term of the squares survives
  have hdiff : (∫ x in Ioi (0 : ℝ), (x + c) ^ 2 / (1 + Real.exp (x / a))) -
      ∫ x in Ioi (0 : ℝ), (x + -c) ^ 2 / (1 + Real.exp (x / a)) =
      4 * c * ∫ x in Ioi (0 : ℝ), x / (1 + Real.exp (x / a)) := by
    rw [← integral_sub (sq_fermi_regular ha c).2 (sq_fermi_regular ha (-c)).2,
      ← integral_const_mul]
    refine integral_congr_ae (Filter.Eventually.of_forall fun x => ?_)
    beta_reduce
    ring
  have s1 := split c (-c) 0 (by linarith) le_rfl
  have s2 := split (-c) 0 c hc.le hc.le
  linear_combination hI + s1 + hR + hdiff + s2 - hD
```

The hypotheses `ha` and `hc` say that $a$ and $c$ are positive. Write $I$ for the integral on the left and $D=\int_0^\infty r^2f(r+c)\,dr$ for the last one on the right. The theorem states

$$I=\frac{c^3}{3}+4c\int_0^\infty x f(x)\,dx+D .$$

Measuring from the surface, $x=r-c$, gives

$$I=\int_{-c}^0(x+c)^2f(x)\,dx+\int_0^\infty(x+c)^2f(x)\,dx .$$

Reflecting the interior part gives

$$\int_0^c(x-c)^2[1-f(x)]\,dx=\frac{c^3}{3}-\int_0^c(x-c)^2f(x)\,dx .$$

The substitution $x=r+c$ turns $D$ into $\int_c^\infty(x-c)^2f(x)\,dx$, so the last integral over $(0,c)$ equals $\int_0^\infty(x-c)^2f(x)\,dx-D$. Collecting terms,

$$I=\frac{c^3}{3}+D+\int_0^\infty\left[(x+c)^2-(x-c)^2\right]f(x)\,dx,$$

and the bracket is $4cx$.

In the proof, `shift` performs the substitutions, `split` cuts the integrals, `hR` is the reflection and `hdiff` the difference of squares. The final `linear_combination` adds these equations and checks the algebra.

```lean
/-- The integral with reversed radius lies between `a³ exp(-c/a)` and twice that value. -/
theorem remainder_bounds {a c : ℝ} (ha : 0 < a) (hc : 0 < c) :
    a ^ 3 * Real.exp (-c / a) ≤ ∫ r in Ioi (0 : ℝ), r ^ 2 / (1 + Real.exp ((r + c) / a)) ∧
    ∫ r in Ioi (0 : ℝ), r ^ 2 / (1 + Real.exp ((r + c) / a)) ≤
      2 * a ^ 3 * Real.exp (-c / a) := by
  have hb : 0 < 1 / a := by positivity
  have m : ∫ r in Ioi (0 : ℝ), r ^ 2 * Real.exp (-(1 / a * r)) = 2 * a ^ 3 := by
    rw [(exp_moment 2 hb).1]
    norm_num [Nat.factorial]
  have hi := (exp_moment 2 hb).2
  have hK : ∀ r : ℝ, Real.exp (-c / a) * (r ^ 2 * Real.exp (-(1 / a * r)))
      = r ^ 2 / Real.exp ((r + c) / a) := fun r => by
    have e : -c / a + -(1 / a * r) = -((r + c) / a) := by ring
    rw [mul_left_comm, ← Real.exp_add, e, Real.exp_neg, ← div_eq_mul_inv]
  have up : ∀ r : ℝ, r ^ 2 / (1 + Real.exp ((r + c) / a)) ≤
      Real.exp (-c / a) * (r ^ 2 * Real.exp (-(1 / a * r))) := fun r => by
    rw [hK r]
    exact div_le_div_of_nonneg_left (sq_nonneg r) (Real.exp_pos _)
      (le_add_of_nonneg_left zero_le_one)
  have lo : ∀ r ∈ Ioi (0 : ℝ), Real.exp (-c / a) / 2 * (r ^ 2 * Real.exp (-(1 / a * r))) ≤
      r ^ 2 / (1 + Real.exp ((r + c) / a)) := fun r hr => by
    have hr' : 0 < r := hr
    have hE : 1 ≤ Real.exp ((r + c) / a) := Real.one_le_exp (by positivity)
    rw [div_mul_eq_mul_div, hK r, div_div]
    exact div_le_div_of_nonneg_left (sq_nonneg r) (by positivity) (by linarith only [hE])
  have hcont : Continuous (fun r : ℝ => r ^ 2 / (1 + Real.exp ((r + c) / a))) :=
    Continuous.div (by fun_prop) (by fun_prop) fun x => by positivity
  have hD : IntegrableOn (fun r : ℝ => r ^ 2 / (1 + Real.exp ((r + c) / a))) (Ioi 0) := by
    refine Integrable.mono' (hi.const_mul (Real.exp (-c / a)))
      hcont.aestronglyMeasurable (Filter.Eventually.of_forall fun r => ?_)
    have h0 : 0 ≤ r ^ 2 / (1 + Real.exp ((r + c) / a)) := by positivity
    exact (Real.norm_of_nonneg h0).trans_le (up r)
  have h1 := setIntegral_mono_on (hi.const_mul (Real.exp (-c / a) / 2)) hD
    measurableSet_Ioi lo
  have h2 := setIntegral_mono_on hD (hi.const_mul (Real.exp (-c / a)))
    measurableSet_Ioi (fun r _ => up r)
  simp only [integral_const_mul, m] at h1 h2
  exact ⟨(le_of_eq (by ring)).trans h1, h2.trans (le_of_eq (by ring))⟩
```

Here $a^3e^{-c/a}\le D\le 2a^3e^{-c/a}$. For $r>0$ put $E=e^{(r+c)/a}\ge1$. Then $E\le1+E\le2E$, so

$$\tfrac12 r^2e^{-(r+c)/a}\le r^2f(r+c)\le r^2e^{-(r+c)/a}.$$

Integrating with $\int_0^\infty r^2e^{-r/a}\,dr=2a^3$ gives both bounds. In Lean, `lo` and `up` are the pointwise inequalities and `setIntegral_mono_on` integrates them.

```lean
/-- Fermi-nucleus normalisation: the radial integral exceeds the uniform-sphere value plus the
surface term by a positive amount of at most `2a³ exp(-c/a)`. -/
theorem fermi_normalisation {a c : ℝ} (ha : 0 < a) (hc : 0 < c) :
    0 < (∫ r in Ioi (0 : ℝ), r ^ 2 / (1 + Real.exp ((r - c) / a))) -
      (c ^ 3 / 3 + 4 * c * ∫ x in Ioi (0 : ℝ), x / (1 + Real.exp (x / a))) ∧
    (∫ r in Ioi (0 : ℝ), r ^ 2 / (1 + Real.exp ((r - c) / a))) -
      (c ^ 3 / 3 + 4 * c * ∫ x in Ioi (0 : ℝ), x / (1 + Real.exp (x / a))) ≤
      2 * a ^ 3 * Real.exp (-c / a) := by
  obtain ⟨h1, h2⟩ := remainder_bounds ha hc
  have hpos : 0 < a ^ 3 * Real.exp (-c / a) := by positivity
  rw [fermi_decomposition ha hc, add_sub_cancel_left]
  exact ⟨hpos.trans_le h1, h2⟩

end FermiNucleus
```

The final theorem combines the two preceding results:

$$0<I-\left(\frac{c^3}{3}+4c\int_0^\infty x f(x)\,dx\right)\le2a^3e^{-c/a}.$$

The surface term stays an integral in the theorem; its textbook value $\int_0^\infty xf(x)\,dx=\pi^2a^2/12$, which makes the term $\pi^2a^2c/3$, is quoted here and not part of the checked proof.

As $a\to0$ at fixed $c$, the surface term scales as $a^2$ and the remainder vanishes, leaving the uniform sphere's $c^3/3$.

In a four-component atomic calculation with this spherical, two-parameter nucleus, the charge density in units of the elementary charge is $\rho_0f(r-c)$, and the prefactor $\rho_0$ is fixed by $4\pi\rho_0I=Z$, where $Z$ is the nuclear charge number. A code that replaces $I$ by $c^3/3+\pi^2a^2c/3$ obtains too large a $\rho_0$, and hence a total charge above $Z$. The relative excess is below $6(a/c)^3e^{-c/a}$, about $3\times10^{-7}$ for $c/a=10$.

```lean
#print axioms FermiNucleus.fermi_normalisation
```

```
'FermiNucleus.fermi_normalisation' depends on axioms: [propext, Classical.choice, Quot.sound]
```
